# The plane-wave photoionization amplitude of the orbital $(1-br)e^{-ar}$ has at most one zero at positive momentum

## Orbital, amplitude and cross section

All quantities are real and in atomic units. The initial state is the s orbital
$$\varphi(r)=(1-br)e^{-ar},$$
with decay constant $a>0$ and, for $b>0$, a radial node at $r=1/b$. The photoelectron leaves as a plane wave of momentum $\mathbf p$, with $p=|\mathbf p|$. For light polarised along the unit vector $\boldsymbol\epsilon$, at angle $\theta$ to $\mathbf p$, the velocity-form dipole matrix element is proportional to
$$\boldsymbol\epsilon\cdot\mathbf p\int e^{-i\mathbf p\cdot\mathbf r}\varphi(r)\,d^3r=4\pi\cos\theta\,A(p),\qquad A(p)=\int_0^\infty r\,\varphi(r)\sin(pr)\,dr .$$

The orbital is not normalised. Since $4\pi\int_0^\infty r^2\varphi^2\,dr=\pi(a^2-3ab+3b^2)/a^5$, the normalised amplitude is $A(p)\sqrt{a^5/[\pi(a^2-3ab+3b^2)]}$, which has the same zeros and signs.

In Lean, $\varphi$ is `nodalOrbital a b`, and $A(p)$ is `amplitude a b p`, an integral over `Ioi 0`, the open half-line $r>0$.

```lean
import Mathlib

open MeasureTheory Set Filter Topology

namespace PlaneWaveCooperMinimum

noncomputable section

/-- The s orbital `(1 - b r) exp (-a r)`, without normalisation. -/
def nodalOrbital (a b r : ℝ) : ℝ := (1 - b * r) * Real.exp (-a * r)

/-- The radial sine transform of the orbital at photoelectron momentum `p`. -/
def amplitude (a b p : ℝ) : ℝ :=
  ∫ r in Ioi (0 : ℝ), r * nodalOrbital a b r * Real.sin (p * r)
```

From part (d) on, the momentum $p_C=a\sqrt{(3b-a)/(a+b)}$ is needed. It is `cooperMomentum a b`.

```lean
/-- The momentum `a √((3b - a)/(a + b))`, meant for `a, b > 0` and `3b ≥ a`. -/
def cooperMomentum (a b : ℝ) : ℝ := a * √((3 * b - a) / (a + b))
```

With ionization energy $E$, the photon energy is $E+p^2/2$. The density of final states contributes a factor $p$ and the velocity form a factor $1/(E+p^2/2)$, so up to a constant the angle-integrated cross section is $\sigma(p)=p\,A(p)^2/(E+p^2/2)$. Here $E$ is a free parameter, not computed from $a$ and $b$.

```lean
/-- The plane-wave photoionization cross section, up to a constant factor, for ionization
energy `E` and photon energy `E + p²/2`, meant for `E + p²/2 > 0`. -/
def crossSection (E a b p : ℝ) : ℝ := p * amplitude a b p ^ 2 / (E + p ^ 2 / 2)
```

The model has one electron and no interaction between the photoelectron and the ion. At $p>0$ the plane wave is orthogonal to $\varphi$ only where $A(p)=0$. The length form of the dipole operator gives a different result: for $b>0$ its amplitude has a zero at $p=a\sqrt{(5b-a)/(a+b)}$ if $5b>a$, and none at $p>0$ otherwise.

## (a) Convergence of the transform

**Task.** Show that for $a>0$ and any real $b,p$ the integrand of $A(p)$ is absolutely integrable on $r>0$.

**Solution.** Since $|\sin(pr)|\le1$,
$$|r(1-br)e^{-ar}\sin(pr)|\le r e^{-ar}+|b|\,r^2e^{-ar},$$
and $\int_0^\infty r^n e^{-ar}dr=n!/a^{n+1}$ is finite.

The Lean proof follows this bound. `h1` is the integrability of $r^ne^{-ar}$, `h2` adds the sine by domination, and the terms $n=1$ and $n=2$ are then combined. Lean gives a non-integrable function the integral $0$, so this result is what makes `amplitude` the physical integral.

```lean
/-- The integrand of the transform is integrable for every decaying orbital. -/
theorem integrable_integrand {a : ℝ} (ha : 0 < a) (b p : ℝ) :
    IntegrableOn (fun r => r * nodalOrbital a b r * Real.sin (p * r)) (Ioi 0) := by
  have h1 (n : ℕ) : IntegrableOn (fun r : ℝ => r ^ n * Real.exp (-a * r)) (Ioi 0) := by
    have h := integrableOn_rpow_mul_exp_neg_mul_rpow (p := 1) (s := (n : ℝ)) (b := a)
      (by have := n.cast_nonneg (α := ℝ); linarith) (by norm_num) ha
    simpa only [Real.rpow_natCast, Real.rpow_one] using h
  -- the sine is bounded by one
  have h2 (n : ℕ) : Integrable (fun r : ℝ => r ^ n * Real.exp (-a * r) * Real.sin (p * r))
      (volume.restrict (Ioi 0)) := by
    refine Integrable.mono' (h1 n) (Continuous.aestronglyMeasurable (by fun_prop))
      (ae_restrict_of_forall_mem measurableSet_Ioi fun r hr => ?_)
    have hr' : 0 < r := hr
    have hpos : 0 ≤ r ^ n * Real.exp (-a * r) := by positivity
    rw [norm_mul, Real.norm_of_nonneg hpos, Real.norm_eq_abs]
    exact mul_le_of_le_one_right hpos (Real.abs_sin_le_one _)
  refine ((h2 1).sub ((h2 2).const_mul b)).congr (Eventually.of_forall fun r => ?_)
  simp only [Pi.sub_apply, nodalOrbital]
  ring
```

## (b) Vanishing at large distance

**Task.** Let $a>0$, let $n\ge0$ be an integer and let $|g(r)|\le1$ for all $r$. Show that
$$r^n e^{-ar}g(r)\to0\qquad(r\to\infty).$$

**Solution.** Put $x=ar$. For $x>0$, $e^x\ge x^{n+1}/(n+1)!$, so
$$r^ne^{-ar}=a^{-n}x^ne^{-x}\le a^{-n}\frac{(n+1)!}{x}\to0 .$$
Multiplication by a function bounded by one keeps the limit.

Lean takes the limit of $x^ne^{-x}$ from Mathlib, rescales by $x=ar$ to obtain `h'`, and finishes by squeezing.

```lean
/-- An exponentially damped power times a function bounded by one vanishes at large distance. -/
theorem tendsto_damped {a : ℝ} (ha : 0 < a) (n : ℕ) {g : ℝ → ℝ} (hg : ∀ r, |g r| ≤ 1) :
    Tendsto (fun r => r ^ n * Real.exp (-a * r) * g r) atTop (𝓝 0) := by
  have h := ((Real.tendsto_pow_mul_exp_neg_atTop_nhds_zero n).comp
    (tendsto_id.const_mul_atTop ha)).const_mul ((a ^ n)⁻¹)
  rw [mul_zero] at h
  have h' : Tendsto (fun r : ℝ => r ^ n * Real.exp (-a * r)) atTop (𝓝 0) := by
    refine h.congr fun r => ?_
    have han : a ^ n ≠ 0 := by positivity
    simp only [Function.comp_apply, id_eq, mul_pow, neg_mul]
    rw [← mul_assoc, ← mul_assoc, inv_mul_cancel₀ han, one_mul]
  refine squeeze_zero_norm (fun r => ?_) (tendsto_zero_iff_norm_tendsto_zero.mp h')
  rw [norm_mul]
  exact mul_le_of_le_one_right (norm_nonneg _) (hg r)
```

## (c) Closed form of the amplitude

**Task.** For $a>0$ and real $b,p$, show that
$$A(p)=\frac{2p\,[a^2(a-3b)+p^2(a+b)]}{(a^2+p^2)^3}.$$

**Solution.** Let $z=a-ip$, so that $e^{-ar}\sin(pr)=\operatorname{Im}e^{-zr}$. An antiderivative of $r(1-br)e^{-zr}$ is
$$G(r)=e^{-zr}\left[\frac{b}{z}r^2+\left(\frac{2b}{z^2}-\frac1z\right)r+\frac{2b}{z^3}-\frac1{z^2}\right].$$
Indeed, with the common factor $e^{-zr}$ left out, differentiating the exponential gives
$$-br^2-\left(\frac{2b}{z}-1\right)r-\frac{2b}{z^2}+\frac1z,$$
differentiating the bracket gives $2br/z+2b/z^2-1/z$, and the sum is $r-br^2$. By (b), $G$ vanishes at infinity, so
$$A(p)=-\operatorname{Im}G(0)=\operatorname{Im}\left(\frac1{z^2}-\frac{2b}{z^3}\right).$$
With $D=a^2+p^2$ and $1/z=(a+ip)/D$,
$$\operatorname{Im}\frac1{z^2}=\frac{2ap}{D^2},\qquad \operatorname{Im}\frac1{z^3}=\frac{3a^2p-p^3}{D^3}.$$
Therefore
$$A(p)=\frac{2p\,[a(a^2+p^2)-b(3a^2-p^2)]}{D^3},$$
and collecting powers of $p$ gives the target.

Lean stays with real numbers. `Xk` and `Yk` are the real and imaginary parts of $1/z^k$, and the equations `e1` to `f3` say that multiplying by $z$ lowers $k$ by one. `hF` checks the derivative of $\operatorname{Im}G$ from these relations, `hlim` is the limit from (b), and `integral_Ioi_of_hasDerivAt_of_tendsto'` is the fundamental theorem of calculus on the half-line, with (a) supplying integrability.

```lean
/-- Closed form of the sine transform of the orbital. -/
theorem amplitude_eq {a : ℝ} (ha : 0 < a) (b p : ℝ) :
    amplitude a b p =
      2 * p * (a ^ 2 * (a - 3 * b) + p ^ 2 * (a + b)) / (a ^ 2 + p ^ 2) ^ 3 := by
  have hD : a ^ 2 + p ^ 2 ≠ 0 := by positivity
  -- real and imaginary parts of the inverse powers of `a - i p`
  obtain ⟨X1, Y1, X2, Y2, X3, Y3, e1, f1, e2, f2, e3, f3, hv⟩ :
      ∃ X1 Y1 X2 Y2 X3 Y3 : ℝ, a * X1 + p * Y1 = 1 ∧ a * Y1 - p * X1 = 0 ∧
        a * X2 + p * Y2 = X1 ∧ a * Y2 - p * X2 = Y1 ∧
        a * X3 + p * Y3 = X2 ∧ a * Y3 - p * X3 = Y2 ∧
        Y2 - 2 * b * Y3 =
          2 * p * (a ^ 2 * (a - 3 * b) + p ^ 2 * (a + b)) / (a ^ 2 + p ^ 2) ^ 3 := by
    refine ⟨a / (a ^ 2 + p ^ 2), p / (a ^ 2 + p ^ 2),
      (a ^ 2 - p ^ 2) / (a ^ 2 + p ^ 2) ^ 2, 2 * a * p / (a ^ 2 + p ^ 2) ^ 2,
      (a ^ 3 - 3 * a * p ^ 2) / (a ^ 2 + p ^ 2) ^ 3,
      (3 * a ^ 2 * p - p ^ 3) / (a ^ 2 + p ^ 2) ^ 3, ?_, ?_, ?_, ?_, ?_, ?_, ?_⟩ <;>
    field_simp <;> ring
  have hP (c d e r : ℝ) : HasDerivAt (fun x : ℝ => c * (x * x) + d * x + e)
      (c * (1 * r + r * 1) + d * 1) r :=
    ((((hasDerivAt_id' r).fun_mul (hasDerivAt_id' r)).const_mul c).fun_add
      ((hasDerivAt_id' r).const_mul d)).add_const e
  -- the explicit antiderivative
  have hF (r : ℝ) : HasDerivAt (fun x : ℝ => Real.exp (-a * x) *
      ((b * X1 * (x * x) + (2 * b * X2 - X1) * x + (2 * b * X3 - X2)) * Real.sin (p * x) +
       (b * Y1 * (x * x) + (2 * b * Y2 - Y1) * x + (2 * b * Y3 - Y2)) * Real.cos (p * x)))
      (r * nodalOrbital a b r * Real.sin (p * r)) r := by
    have hl := (hasDerivAt_id' r).const_mul p
    refine (((hasDerivAt_id' r).const_mul (-a)).exp.fun_mul
      (((hP _ _ _ r).fun_mul hl.sin).fun_add ((hP _ _ _ r).fun_mul hl.cos))).congr_deriv ?_
    unfold nodalOrbital
    linear_combination
      (-Real.exp (-a * r) * Real.sin (p * r)) *
        (b * r ^ 2 * e1 + r * (2 * b * e2 - e1) + (2 * b * e3 - e2)) +
      (-Real.exp (-a * r) * Real.cos (p * r)) *
        (b * r ^ 2 * f1 + r * (2 * b * f2 - f1) + (2 * b * f3 - f2))
  have hS (n : ℕ) := tendsto_damped ha n (fun r => Real.abs_sin_le_one (p * r))
  have hC (n : ℕ) := tendsto_damped ha n (fun r => Real.abs_cos_le_one (p * r))
  have hlim := ((((((hS 2).const_mul (b * X1)).add ((hS 1).const_mul (2 * b * X2 - X1))).add
    ((hS 0).const_mul (2 * b * X3 - X2))).add ((hC 2).const_mul (b * Y1))).add
    ((hC 1).const_mul (2 * b * Y2 - Y1))).add ((hC 0).const_mul (2 * b * Y3 - Y2))
  simp only [mul_zero, add_zero] at hlim
  have hint := integral_Ioi_of_hasDerivAt_of_tendsto' (fun r _ => hF r)
    (integrable_integrand ha b p) (hlim.congr fun r => by ring)
  rw [amplitude, hint]
  simp only [mul_zero, Real.exp_zero, Real.sin_zero, Real.cos_zero]
  linear_combination hv
```

A neighbouring integral follows by hand if the real part is taken instead:
$$\int_0^\infty r(1-br)e^{-ar}\cos(pr)\,dr=\frac{a^4-p^4-2ab(a^2-3p^2)}{(a^2+p^2)^3}.$$

## (d) Sign change of the amplitude

**Task.** Let $a,b,p>0$ and $3b>a$. Show that
$$A(p)<0\iff p<p_C,\qquad A(p)>0\iff p>p_C .$$

**Solution.** By definition $(a+b)p_C^2=a^2(3b-a)$. The bracket in (c) is therefore $(a+b)(p^2-p_C^2)$, and
$$A(p)=\frac{2p(a+b)(p+p_C)}{(a^2+p^2)^3}\,(p-p_C).$$
The fraction is positive, so $A(p)$ has the sign of $p-p_C$.

In Lean, `hsq` is the equation for $p_C^2$. The proof then abbreviates $p_C$ to `q`, obtains the factorisation as `hA`, and uses the positivity of the prefactor, `hK`.

```lean
/-- For `a, b > 0` and `3b > a`, the amplitude at a positive momentum is negative exactly when the
momentum is below the Cooper momentum and positive exactly when it is above. -/
theorem amplitude_sign {a b p : ℝ} (ha : 0 < a) (hb : 0 < b) (hp : 0 < p) (h : a < 3 * b) :
    (amplitude a b p < 0 ↔ p < cooperMomentum a b) ∧
      (0 < amplitude a b p ↔ cooperMomentum a b < p) := by
  have hq : 0 ≤ cooperMomentum a b := mul_nonneg ha.le (Real.sqrt_nonneg _)
  have hsq : (a + b) * cooperMomentum a b ^ 2 = a ^ 2 * (3 * b - a) := by
    have hab : a + b ≠ 0 := by positivity
    rw [cooperMomentum, mul_pow, Real.sq_sqrt (div_nonneg (by linarith) (by linarith))]
    field_simp
  generalize cooperMomentum a b = q at hq hsq ⊢
  have hK : 0 < 2 * p * (a + b) * (p + q) / (a ^ 2 + p ^ 2) ^ 3 := by positivity
  have hA : amplitude a b p =
      2 * p * (a + b) * (p + q) / (a ^ 2 + p ^ 2) ^ 3 * (p - q) := by
    rw [amplitude_eq ha, div_mul_eq_mul_div]
    congr 1
    linear_combination (2 * p) * hsq
  rw [hA]
  refine ⟨⟨fun h' => ?_, fun h' => mul_neg_of_pos_of_neg hK (sub_neg.2 h')⟩, ?_⟩
  · by_contra hn
    have := mul_nonneg hK.le (sub_nonneg.2 (not_lt.1 hn))
    linarith
  · rw [mul_pos_iff_of_pos_left hK, sub_pos]
```

## (e) Zero of the cross section

**Task.** Let $E,a,b,p>0$ and $3b>a$. Show that
$$\sigma(p)=0\iff p=p_C .$$

**Solution.** Both $p$ and $E+p^2/2$ are positive, so $\sigma(p)=0$ exactly when $A(p)=0$. By (d), $A(p)$ is negative for $p<p_C$ and positive for $p>p_C$, which leaves only $p=p_C$. There $A$ can be neither negative nor positive, so it is zero.

The two directions of the Lean proof are these two exclusions. In an atom, a Cooper minimum comes from a sign change of the dipole integral between a bound orbital and a continuum wave in the field of the ion. The zero found here is the analogue with that continuum wave replaced by a plane wave.

```lean
/-- For `3b > a` the plane-wave cross section vanishes at the Cooper momentum and at no other
positive momentum. -/
theorem crossSection_eq_zero_iff {E a b p : ℝ} (hE : 0 < E) (ha : 0 < a) (hb : 0 < b)
    (hp : 0 < p) (h : a < 3 * b) : crossSection E a b p = 0 ↔ p = cooperMomentum a b := by
  have hs := amplitude_sign ha hb hp h
  have hden : E + p ^ 2 / 2 ≠ 0 := by positivity
  constructor
  · intro h0
    have h1 := (div_eq_zero_iff.1 h0).resolve_right hden
    have h2 : amplitude a b p = 0 :=
      pow_eq_zero_iff two_ne_zero |>.1 ((mul_eq_zero.1 h1).resolve_left hp.ne')
    exact le_antisymm (not_lt.1 fun h' => (hs.2.2 h').ne' h2)
      (not_lt.1 fun h' => (hs.1.2 h').ne h2)
  · intro h0
    have h2 : amplitude a b p = 0 :=
      le_antisymm (not_lt.1 fun h' => (hs.2.1 h').ne h0.symm)
        (not_lt.1 fun h' => (hs.1.1 h').ne h0)
    simp [crossSection, h2]
```

## (f) One zero or none

**Task.** Let $a,b>0$. Show that $A$ has exactly one zero at $p>0$ if $3b>a$, and that
$$3b\le a\implies A(p)>0\quad\text{for all }p>0 .$$

**Solution.** If $3b>a$, then $p_C>0$, and (d) makes it the only positive zero. If $3b\le a$, then in the bracket of (c) the term $a^2(a-3b)$ is non-negative and $p^2(a+b)$ is positive, so $A(p)>0$.

The condition has a direct reading: $\int_0^\infty r^2\varphi\,dr=2(a-3b)/a^4$, so $3b>a$ means that the outer, negative lobe outweighs the inner one in the volume integral. In this non-interacting plane-wave model, a radial node alone does not produce a zero in the cross section.

In Lean, `∃!` states existence and uniqueness together. Uniqueness is taken from (e) with $E=1$, which is allowed because the zeros of $A$ do not involve $E$.

```lean
/-- For `a, b > 0`, the amplitude has exactly one positive zero if `3b > a`, and is positive at
every positive momentum if `3b ≤ a`. -/
theorem cooper_minimum {a b : ℝ} (ha : 0 < a) (hb : 0 < b) :
    (a < 3 * b → ∃! p, 0 < p ∧ amplitude a b p = 0) ∧
      (3 * b ≤ a → ∀ p, 0 < p → 0 < amplitude a b p) := by
  constructor
  · intro h
    have hq : 0 < cooperMomentum a b :=
      mul_pos ha (Real.sqrt_pos.2 (div_pos (by linarith) (by linarith)))
    have hs := amplitude_sign ha hb hq h
    refine ⟨cooperMomentum a b, ⟨hq, le_antisymm (not_lt.1 fun h' => lt_irrefl _ (hs.2.1 h'))
      (not_lt.1 fun h' => lt_irrefl _ (hs.1.1 h'))⟩, ?_⟩
    rintro p ⟨hp, h0⟩
    exact (crossSection_eq_zero_iff one_pos ha hb hp h).1 (by simp [crossSection, h0])
  · intro h p hp
    have h1 : 0 ≤ a - 3 * b := by linarith
    rw [amplitude_eq ha]
    positivity
```

## (g) Momenta at which a zero can occur

**Task.** Fix $a>0$ and $q>0$. Show that
$$A(q)=0\ \text{for some }b>0\iff q<\sqrt3\,a .$$

**Solution.** By (c), $A(q)=0$ is equivalent to
$$b\,(3a^2-q^2)=a(a^2+q^2).$$
The right side is positive, so a solution $b>0$ requires $q^2<3a^2$. Conversely, if $q^2<3a^2$, then
$$b=\frac{a(a^2+q^2)}{3a^2-q^2}$$
is positive and solves the equation. Moving the node by changing $b$ can thus place the zero at any momentum below $\sqrt3\,a$, but not at or above it.

Lean first replaces $q<\sqrt3\,a$ by $q^2<3a^2$ in `hsq`. The forward direction derives the displayed equation as `e` and reads off the sign, and the converse supplies the value of $b$ above.

```lean
/-- At fixed decay constant `a`, a momentum `q > 0` is a zero of the amplitude for some
`b > 0` exactly when `q < √3 a`. -/
theorem exists_zero_iff {a q : ℝ} (ha : 0 < a) (hq : 0 < q) :
    (∃ b, 0 < b ∧ amplitude a b q = 0) ↔ q < √3 * a := by
  have hsq : q < √3 * a ↔ q ^ 2 < 3 * a ^ 2 := by
    rw [← sq_lt_sq₀ hq.le (show 0 ≤ √3 * a by positivity), mul_pow,
      Real.sq_sqrt (by norm_num)]
  have hD : (a ^ 2 + q ^ 2) ^ 3 ≠ 0 := by positivity
  rw [hsq]
  constructor
  · rintro ⟨b, hb, h⟩
    rw [amplitude_eq ha] at h
    have h1 := (mul_eq_zero.1 ((div_eq_zero_iff.1 h).resolve_right hD)).resolve_left
      (by positivity)
    have e : b * (3 * a ^ 2 - q ^ 2) = a * (a ^ 2 + q ^ 2) := by linear_combination -h1
    have hpos : 0 < b * (3 * a ^ 2 - q ^ 2) := by rw [e]; positivity
    exact sub_pos.1 ((mul_pos_iff_of_pos_left hb).1 hpos)
  · intro h
    have hd : 0 < 3 * a ^ 2 - q ^ 2 := sub_pos.2 h
    refine ⟨a * (a ^ 2 + q ^ 2) / (3 * a ^ 2 - q ^ 2), by positivity, ?_⟩
    -- this choice of `b` makes the bracket in the closed form vanish
    have e := div_mul_cancel₀ (a * (a ^ 2 + q ^ 2)) hd.ne'
    rw [amplitude_eq ha, div_eq_zero_iff]
    left
    linear_combination (-2 * q) * e

end

end PlaneWaveCooperMinimum
```

```lean
#print axioms PlaneWaveCooperMinimum.cooper_minimum
#print axioms PlaneWaveCooperMinimum.exists_zero_iff
```

```
'PlaneWaveCooperMinimum.cooper_minimum' depends on axioms: [propext, Classical.choice, Quot.sound]
'PlaneWaveCooperMinimum.exists_zero_iff' depends on axioms: [propext, Classical.choice, Quot.sound]
```
